# An orbital's hybridization function, extracted from eigenstates that carry only part of its weight, diverges at high energy in a finite Hermitian model

Take two orbitals a and b, both at energy 0, with a real coupling V > 0. The levels are ±V, and each has weight 1/2 on a. With both levels, the Green function of a is G(z) = z/(z² − V²), and the hybridization function is

    Δ(z) = z − 1/G(z) = V²/z.

If I keep only the level at −V, then G(z) = (1/2)/(z + V), and the same formula gives

    Δ(z) = z − 2(z + V) = −z − 2V.

A decaying function has become one that grows without bound. I think this happens for every finite Hermitian H: a window of eigenstates that keeps weight 0 < s < 1 on the orbital should give Δ(z)/z → 1 − 1/s. Can this be made rigorous and machine-checked, together with the sum rules behind it?

## How missing weight turns into a linear term

Yes. Let H be a finite Hermitian matrix with orthonormal eigenvectors u_i and eigenvalues l_i, and let w_i = |u_i(a)|² be the weight of eigenstate i on orbital a. Expanding powers of H in the eigenvectors gives the first three moments:

    ∑_i w_i       = (H⁰)_aa = 1
    ∑_i w_i l_i   = H_aa
    ∑_i w_i l_i²  = (H²)_aa = ∑_k H_ak H_ka = ∑_k |H_ak|²

H_aa is real, so the variance follows by expanding the square:

    ∑_i w_i (l_i − H_aa)² = ∑_k |H_ak|² − 2 H_aa² + H_aa²
                          = ∑_{k≠a} |H_ak|²

Now keep a set W of eigenstates with total weight s, and define

    G_W(z) = ∑_{i∈W} w_i/(z − l_i)
    Δ(z)   = z − H_aa − 1/G_W(z)

Since z/(z − l_i) = 1/(1 − l_i/z) → 1 as |z| → ∞, the product z G_W(z) tends to s. Therefore

    Δ(z)/z = 1 − H_aa/z − 1/(z G_W(z)) → 1 − 1/s = −(1 − s)/s.

For 0 < s < 1 this slope is finite and nonzero, so |Δ(z)| = |Δ(z)/z| |z| → ∞.

With all weight present, the linear term cancels, and the next orders need care. Let the weights in a sum G sum to 1 and have mean energy m, and set Δ = z − m − 1/G. Writing l_i − m = (z − m) − (z − l_i) gives

    ∑_i w_i (l_i − m)/(z − l_i) = (z − m) G − 1 = G Δ.

Multiply by z and use z/(z − l_i) = 1 + l_i/(z − l_i). The constant part vanishes because m is the mean, which leaves

    z G Δ = ∑_i w_i (l_i − m) l_i/(z − l_i)
    z Δ   = [∑_i w_i (l_i − m) l_i z/(z − l_i)] / (z G)

The denominator tends to 1 and the numerator to ∑_i w_i (l_i − m) l_i. This is the variance, because ∑_i w_i (l_i − m) m = 0. For the complete set of eigenstates, zΔ(z) therefore tends to ∑_{k≠a} |H_ak|².

The same argument repairs a window. Divide G_W by s, and replace H_aa by the window's mean energy μ = (1/s) ∑_{i∈W} w_i l_i. Then

    z Δ(z) → (1/s) ∑_{i∈W} w_i (l_i − μ)².

This removes the divergence but need not recover the full hybridization: in the two-level example, the repaired Δ is identically zero.

The result bears on Newns–Anderson analyses that invert a projected Green function built from a limited number of bands, for a non-interacting, finite Hamiltonian in an orthonormal basis.

## Orbitals, windows and limits in Lean

The finite type `n` labels both orbitals and eigenstates. The hypothesis `hH : H.IsHermitian` supplies the real `hH.eigenvalues` and a unitary matrix whose columns are the eigenvectors; `weight hH a i` is the squared modulus of its entry in row a, column i. A window is any `W : Finset n`, not necessarily an energy interval. If it splits a degenerate level, its weight can depend on the eigenvectors chosen within that level.

`green` is the pole sum, and `hybridization ε G z` is z − ε − 1/G(z). The filter `cobounded ℂ` expresses |z| → ∞ in every direction of the complex plane, so the limits hold along the real and imaginary axes alike.

`window_hybridization_diverges` says that if the weights in `W` sum to s with 0 < s < 1, then Δ(z)/z tends to −(1 − s)/s and the norm of Δ(z) tends to infinity. `complete_hybridization` and `renormalized_window` state the two decaying cases; in the latter, `hμ` fixes μ as the window's mean energy.

Both bounds on s matter. At s = 1 the complete two-level system has Δ = V²/z, which does not diverge. At s = 0, for instance with an empty window, G_W vanishes and there is nothing to invert; Lean sets 1/0 = 0, so Δ(z)/z tends to 1 while −(1 − s)/s evaluates to 0, and the stated limit fails.

Continuous bands, overlapping basis functions and interactions are not covered. The hybridization is also defined by inverting G, not from a bath. In a bath model it would be

    Δ(z) = ∑_b |V_b|²/(z − ε_b),

with bath levels ε_b coupled to the orbital by V_b. Truncating that sum discards bath states instead of eigenstates of H, and the result still decays at large |z|. The divergence belongs to truncation before inversion.

```lean
import Mathlib

open Filter Topology Bornology

namespace NewnsAndersonWindow

noncomputable section

variable {n : Type*} [Fintype n] [DecidableEq n]

/-- The weight of eigenstate `i` on the orbital `a`. -/
def weight {H : Matrix n n ℂ} (hH : H.IsHermitian) (a i : n) : ℝ :=
  Complex.normSq ((hH.eigenvectorUnitary : Matrix n n ℂ) a i)

/-- The Green function built from the levels `l` with weights `w` in the window `W`. -/
def green (W : Finset n) (w l : n → ℝ) (z : ℂ) : ℂ :=
  ∑ i ∈ W, (w i : ℂ) / (z - l i)

/-- The hybridization function extracted from a Green function `G` and an orbital energy `ε`. -/
def hybridization (ε : ℂ) (G : ℂ → ℂ) (z : ℂ) : ℂ := z - ε - 1 / G z

/-- The `k`-th moment of the orbital's spectral weights is the diagonal element of `H ^ k`. -/
theorem moment_eq {H : Matrix n n ℂ} (hH : H.IsHermitian) (a : n) (k : ℕ) :
    ((∑ i, weight hH a i * hH.eigenvalues i ^ k : ℝ) : ℂ) = (H ^ k) a a := by
  let U : Matrix n n ℂ := hH.eigenvectorUnitary
  let D : Matrix n n ℂ := Matrix.diagonal fun i => (hH.eigenvalues i : ℂ)
  -- the eigenvector equation in matrix form
  have hHU : H * U = U * D := by
    ext i j
    have h := congrFun (hH.mulVec_eigenvectorBasis j) i
    simp only [Matrix.mulVec, dotProduct, Pi.smul_apply, Complex.real_smul] at h
    rw [Matrix.mul_diagonal, Matrix.mul_apply]
    exact h.trans (mul_comm _ _)
  have hk : H ^ k * U = U * D ^ k := by
    induction k with
    | zero => simp
    | succ k ih => rw [pow_succ, mul_assoc, hHU, ← mul_assoc, ih, mul_assoc, ← pow_succ]
  have hUU : U * star U = 1 := Matrix.mem_unitaryGroup_iff.1 hH.eigenvectorUnitary.2
  have hp : H ^ k = U * D ^ k * star U := by rw [← hk, mul_assoc, hUU, mul_one]
  rw [hp, Matrix.diagonal_pow, Matrix.mul_apply]
  push_cast
  refine Finset.sum_congr rfl fun i _ => ?_
  rw [weight, ← Complex.mul_conj, Matrix.mul_diagonal, Matrix.star_apply]
  simp only [Pi.pow_apply, RCLike.star_def]
  ring

/-- The weights of all eigenstates on an orbital sum to one. -/
theorem sum_weight {H : Matrix n n ℂ} (hH : H.IsHermitian) (a : n) :
    ∑ i, weight hH a i = 1 := by
  apply Complex.ofReal_injective
  simpa using moment_eq hH a 0

/-- The weighted mean of the eigenvalues is the orbital energy `H a a`. -/
theorem mean_energy {H : Matrix n n ℂ} (hH : H.IsHermitian) (a : n) :
    ((∑ i, weight hH a i * hH.eigenvalues i : ℝ) : ℂ) = H a a := by
  simpa only [pow_one] using moment_eq hH a 1

/-- The variance of the eigenvalues, weighted on orbital `a`, is the sum of the squared
couplings of `a` to all other orbitals. -/
theorem variance_eq {H : Matrix n n ℂ} (hH : H.IsHermitian) (a : n) :
    ∑ i, weight hH a i * (hH.eigenvalues i - (H a a).re) ^ 2
      = ∑ k ∈ Finset.univ.erase a, ‖H a k‖ ^ 2 := by
  have h1 : ∑ i, weight hH a i * hH.eigenvalues i = (H a a).re := by
    rw [← mean_energy hH a]
    exact (Complex.ofReal_re _).symm
  have hd : ‖H a a‖ ^ 2 = (∑ i, weight hH a i * hH.eigenvalues i) ^ 2 := by
    rw [← mean_energy hH a, Complex.norm_real, Real.norm_eq_abs, sq_abs]
  -- the second moment collects all squared matrix elements in row `a`
  have h2 : ∑ i, weight hH a i * hH.eigenvalues i ^ 2 = ∑ k, ‖H a k‖ ^ 2 := by
    apply Complex.ofReal_injective
    rw [moment_eq, pow_two, Matrix.mul_apply, Complex.ofReal_sum]
    refine Finset.sum_congr rfl fun k _ => ?_
    rw [← hH.apply k a, RCLike.star_def, Complex.mul_conj, Complex.normSq_eq_norm_sq]
  have he : ‖H a a‖ ^ 2 + ∑ k ∈ Finset.univ.erase a, ‖H a k‖ ^ 2 = ∑ k, ‖H a k‖ ^ 2 :=
    Finset.add_sum_erase Finset.univ (fun k => ‖H a k‖ ^ 2) (Finset.mem_univ a)
  have hx : ∀ m : ℝ, ∑ i, weight hH a i * (hH.eigenvalues i - m) ^ 2
      = ∑ i, weight hH a i * hH.eigenvalues i ^ 2
        - 2 * m * ∑ i, weight hH a i * hH.eigenvalues i + m ^ 2 * ∑ i, weight hH a i := by
    intro m
    simp only [Finset.mul_sum, ← Finset.sum_sub_distrib, ← Finset.sum_add_distrib]
    exact Finset.sum_congr rfl fun i _ => by ring
  have h0 := sum_weight hH a
  rw [hx, h2, h1, h0]
  rw [h1] at hd
  linear_combination hd - he

omit [Fintype n] [DecidableEq n] in
/-- At large complex energy, a sum of simple poles multiplied by `z` tends to the sum
of the pole strengths. -/
theorem tendsto_poles (W : Finset n) (c l : n → ℝ) :
    Tendsto (fun z => z * green W c l z) (cobounded ℂ) (𝓝 ((∑ i ∈ W, c i : ℝ) : ℂ)) := by
  have hr : ∀ b : ℂ, Tendsto (fun z : ℂ => z / (z - b)) (cobounded ℂ) (𝓝 1) := by
    intro b
    have h0 : Tendsto (fun z : ℂ => 1 - b * z⁻¹) (cobounded ℂ) (𝓝 (1 - b * 0)) :=
      tendsto_const_nhds.sub (tendsto_inv₀_cobounded.const_mul b)
    have h1 := h0.inv₀ (by simp)
    rw [mul_zero, sub_zero, inv_one] at h1
    refine h1.congr' ?_
    filter_upwards [tendsto_norm_cobounded_atTop.eventually_gt_atTop 0] with z hz
    have hz0 : z ≠ 0 := norm_pos_iff.1 hz
    have h2 : 1 - b * z⁻¹ = (z - b) / z := by
      rw [sub_div, div_self hz0, div_eq_mul_inv]
    rw [h2, inv_div]
  have hs := tendsto_finsetSum W fun i _ => (hr (l i)).const_mul (c i : ℂ)
  simp only [mul_one] at hs
  rw [Complex.ofReal_sum]
  refine hs.congr fun z => ?_
  rw [green, Finset.mul_sum]
  exact Finset.sum_congr rfl fun i _ => by ring

omit [DecidableEq n] in
/-- For normalised weights with mean energy `m`, the hybridization function times `z` tends at large
`|z|` to the weighted variance of the levels. -/
theorem normalized_tail (W : Finset n) (w l : n → ℝ) (m : ℝ)
    (h0 : ∑ i ∈ W, w i = 1) (h1 : ∑ i ∈ W, w i * l i = m) :
    Tendsto (fun z => z * hybridization m (green W w l) z) (cobounded ℂ)
      (𝓝 ((∑ i ∈ W, w i * (l i - m) ^ 2 : ℝ) : ℂ)) := by
  have hD := tendsto_poles W w l
  rw [h0, Complex.ofReal_one] at hD
  have hN := tendsto_poles W (fun i => w i * (l i - m) * l i) l
  have hv : ∑ i ∈ W, w i * (l i - m) * l i = ∑ i ∈ W, w i * (l i - m) ^ 2 := by
    have h : ∑ i ∈ W, w i * (l i - m) * l i = ∑ i ∈ W, w i * (l i - m) ^ 2
        + m * (∑ i ∈ W, w i * l i - m * ∑ i ∈ W, w i) := by
      simp only [Finset.mul_sum, ← Finset.sum_sub_distrib, ← Finset.sum_add_distrib]
      exact Finset.sum_congr rfl fun i _ => by ring
    rw [h, h0, h1]
    ring
  rw [hv] at hN
  have hq := hN.div hD one_ne_zero
  rw [div_one] at hq
  have hne : ∀ᶠ z in cobounded ℂ, z * green W w l z ≠ 0 :=
    hD (isOpen_ne.mem_nhds one_ne_zero)
  have hl : ∀ᶠ z in cobounded ℂ, ∀ i, z ≠ (l i : ℂ) :=
    eventually_all.2 fun i =>
      (tendsto_norm_cobounded_atTop.eventually_gt_atTop ‖(l i : ℂ)‖).mono
        fun z hz h => by rw [h] at hz; exact lt_irrefl _ hz
  refine hq.congr' ?_
  filter_upwards [hne, hl] with z hz hzl
  have c0 : ∑ i ∈ W, (w i : ℂ) = 1 := by exact_mod_cast h0
  have c1 : ∑ i ∈ W, (w i : ℂ) * (l i : ℂ) = m := by exact_mod_cast h1
  -- the two leading orders in `z` cancel by normalisation and by the choice of `m`
  have key : z * green W (fun i => w i * (l i - m) * l i) l z
      = z ^ 2 * (z - m) * green W w l z - z ^ 2 * ∑ i ∈ W, (w i : ℂ)
        - z * (∑ i ∈ W, (w i : ℂ) * (l i : ℂ) - m * ∑ i ∈ W, (w i : ℂ)) := by
    unfold green
    simp only [Finset.mul_sum, ← Finset.sum_sub_distrib]
    refine Finset.sum_congr rfl fun i _ => ?_
    have hi : z - (l i : ℂ) ≠ 0 := sub_ne_zero.2 (hzl i)
    push_cast
    field_simp
    ring
  rw [c0, c1] at key
  have hG := one_div_mul_cancel (right_ne_zero_of_mul hz)
  change z * green W (fun i => w i * (l i - m) * l i) l z / (z * green W w l z) = _
  rw [div_eq_iff hz, key, hybridization]
  linear_combination z ^ 2 * hG

/-- With all eigenstates kept, the hybridization function times `z` tends at large `|z|` to the sum
of the squared couplings of the orbital. -/
theorem complete_hybridization {H : Matrix n n ℂ} (hH : H.IsHermitian) (a : n) :
    Tendsto (fun z => z * hybridization (H a a)
        (green Finset.univ (weight hH a) hH.eigenvalues) z) (cobounded ℂ)
      (𝓝 ((∑ k ∈ Finset.univ.erase a, ‖H a k‖ ^ 2 : ℝ) : ℂ)) := by
  have hm := mean_energy hH a
  have h1 : ∑ i, weight hH a i * hH.eigenvalues i = (H a a).re := by
    rw [← hm]
    exact (Complex.ofReal_re _).symm
  have hre : ((H a a).re : ℂ) = H a a := by rw [← h1, hm]
  have h := normalized_tail Finset.univ _ _ _ (sum_weight hH a) h1
  rw [variance_eq, hre] at h
  exact h

/-- If a window keeps total weight `0 < s < 1`, the extracted hybridization divided by `z` tends to
`-(1 - s) / s` at large `|z|`, and the modulus of the hybridization itself tends to infinity. -/
theorem window_hybridization_diverges {H : Matrix n n ℂ} (hH : H.IsHermitian) (a : n)
    (W : Finset n) (s : ℝ) (hs : ∑ i ∈ W, weight hH a i = s) (h0 : 0 < s) (h1 : s < 1) :
    Tendsto (fun z => hybridization (H a a) (green W (weight hH a) hH.eigenvalues) z / z)
      (cobounded ℂ) (𝓝 ((-(1 - s) / s : ℝ) : ℂ)) ∧
    Tendsto (fun z => ‖hybridization (H a a) (green W (weight hH a) hH.eigenvalues) z‖)
      (cobounded ℂ) atTop := by
  have hsC : (s : ℂ) ≠ 0 := Complex.ofReal_ne_zero.2 h0.ne'
  have hz0 : ∀ᶠ z : ℂ in cobounded ℂ, z ≠ 0 :=
    (tendsto_norm_cobounded_atTop.eventually_gt_atTop 0).mono fun z hz => norm_pos_iff.1 hz
  have hD := tendsto_poles W (weight hH a) hH.eigenvalues
  rw [hs] at hD
  have hε : Tendsto (fun z : ℂ => 1 - H a a * z⁻¹) (cobounded ℂ) (𝓝 (1 - H a a * 0)) :=
    tendsto_const_nhds.sub (tendsto_inv₀_cobounded.const_mul (H a a))
  have hlim := hε.sub (hD.inv₀ hsC)
  have hval : 1 - H a a * 0 - (s : ℂ)⁻¹ = ((-(1 - s) / s : ℝ) : ℂ) := by
    push_cast
    linear_combination (-1 : ℂ) * mul_inv_cancel₀ hsC
  rw [hval] at hlim
  have hfirst : Tendsto
      (fun z => hybridization (H a a) (green W (weight hH a) hH.eigenvalues) z / z)
      (cobounded ℂ) (𝓝 ((-(1 - s) / s : ℝ) : ℂ)) := by
    refine hlim.congr' ?_
    filter_upwards [hz0] with z hz
    rw [hybridization, mul_inv]
    linear_combination (-1 : ℂ) * mul_inv_cancel₀ hz
  refine ⟨hfirst, ?_⟩
  -- a nonzero slope forces linear growth
  have hne : -(1 - s) / s ≠ 0 := div_ne_zero (by linarith) h0.ne'
  have hpos : 0 < ‖((-(1 - s) / s : ℝ) : ℂ)‖ := norm_pos_iff.2 (Complex.ofReal_ne_zero.2 hne)
  refine (hfirst.norm.pos_mul_atTop hpos tendsto_norm_cobounded_atTop).congr' ?_
  filter_upwards [hz0] with z hz
  rw [← norm_mul, div_mul_cancel₀ _ hz]

/-- Dividing the window's Green function by its weight `s` and using the window's mean energy `μ`
gives a hybridization whose product with `z` tends at large `|z|` to the weighted variance within
the window. -/
theorem renormalized_window {H : Matrix n n ℂ} (hH : H.IsHermitian) (a : n)
    (W : Finset n) (s μ : ℝ) (hs : ∑ i ∈ W, weight hH a i = s) (h0 : 0 < s)
    (hμ : ∑ i ∈ W, weight hH a i * hH.eigenvalues i = s * μ) :
    Tendsto (fun z => z * hybridization μ
        (fun y => green W (weight hH a) hH.eigenvalues y / s) z) (cobounded ℂ)
      (𝓝 (((∑ i ∈ W, weight hH a i * (hH.eigenvalues i - μ) ^ 2) / s : ℝ) : ℂ)) := by
  have hn : ∑ i ∈ W, weight hH a i / s = 1 := by
    rw [← Finset.sum_div, hs, div_self h0.ne']
  have hm : ∑ i ∈ W, weight hH a i / s * hH.eigenvalues i = μ := by
    have h : ∑ i ∈ W, weight hH a i / s * hH.eigenvalues i
        = (∑ i ∈ W, weight hH a i * hH.eigenvalues i) / s := by
      rw [Finset.sum_div]
      exact Finset.sum_congr rfl fun i _ => by ring
    rw [h, hμ, mul_div_cancel_left₀ μ h0.ne']
  have hg : green W (fun i => weight hH a i / s) hH.eigenvalues
      = fun y => green W (weight hH a) hH.eigenvalues y / s := by
    funext y
    unfold green
    rw [Finset.sum_div]
    refine Finset.sum_congr rfl fun i _ => ?_
    push_cast
    ring
  have hv : ∑ i ∈ W, weight hH a i / s * (hH.eigenvalues i - μ) ^ 2
      = (∑ i ∈ W, weight hH a i * (hH.eigenvalues i - μ) ^ 2) / s := by
    rw [Finset.sum_div]
    exact Finset.sum_congr rfl fun i _ => by ring
  have h := normalized_tail W (fun i => weight hH a i / s) hH.eigenvalues μ hn hm
  rw [hg, hv] at h
  exact h

end

end NewnsAndersonWindow
```

```lean
#print axioms NewnsAndersonWindow.complete_hybridization
-- 'NewnsAndersonWindow.complete_hybridization' depends on axioms: [propext, Classical.choice, Quot.sound]
#print axioms NewnsAndersonWindow.window_hybridization_diverges
-- 'NewnsAndersonWindow.window_hybridization_diverges' depends on axioms: [propext, Classical.choice, Quot.sound]
#print axioms NewnsAndersonWindow.renormalized_window
-- 'NewnsAndersonWindow.renormalized_window' depends on axioms: [propext, Classical.choice, Quot.sound]
```

## From the eigenvector equation to the three tails

`moment_eq` writes the eigenvector equation as HU = UD, with D the diagonal matrix of eigenvalues. Induction extends it to powers, and UU† = 1 turns it into Hᵏ = UDᵏU†, whose aa entry is the weighted moment. `sum_weight` and `mean_energy` are the cases k = 0 and k = 1. `variance_eq` uses k = 2: `h2` identifies the second moment with the squared row of H, `hx` expands the square, and `he` separates the diagonal term.

`tendsto_poles` proves z/(z − b) → 1 by inverting 1 − b/z, then sums over the window. It allows arbitrary real pole strengths, because `normalized_tail` applies it twice: to the weights w_i, and to the numerator strengths w_i(l_i − m)l_i, which can be negative. There, `key` is the exact rearrangement derived above, valid once z avoids the levels. The facts `hne` and `hl` ensure that at large |z| neither G nor any z − l_i vanishes, and `congr'` transfers the limit to zΔ.

`complete_hybridization` feeds the sum rules into `normalized_tail` and rewrites the limit with `variance_eq`. `renormalized_window` does the same with weights w_i/s; `hn` and `hm` check their normalisation and mean.

In `window_hybridization_diverges`, `hlim` combines the limits of 1 − H_aa/z and 1/(zG_W), and `hval` simplifies the result to −(1 − s)/s. The last step, `pos_mul_atTop`, multiplies the positive limit of |Δ(z)/z| by the diverging |z|.
